# Functions of two different independent draws from a finite walker population with nonzero total weight are uncorrelated

A finite population of walkers carries real weights $w_i$ with nonzero total $W$, and $M$ independent draws are made from it, walker $i$ entering each draw with the normalised weight $w_i/W$. These ratios are probabilities when the weights are positive, but the lemma needs only $W \neq 0$. It states that for two different draws $k$ and $l$, the expectation of $f$ at draw $k$ times $h$ at draw $l$ equals $\bigl(\sum_i \tfrac{w_i}{W} f_i\bigr)\bigl(\sum_i \tfrac{w_i}{W} h_i\bigr)$. The attempt takes the product formula for all $M$ draws, puts $f$ at draw $k$, $h$ at draw $l$ and one at every other draw, and then tries to simplify both sides to the claim.

In Lean, a first try:

```lean
import Mathlib

open Finset

namespace ExpectationPair

noncomputable section

variable {ι : Type*} [Fintype ι]

/-- The total weight `W` of the walker population. -/
def totalWeight (w : ι → ℝ) : ℝ := ∑ i, w i

/-- The ratio `w i / W`, which for positive weights is the probability of drawing walker `i`. -/
def drawProb (w : ι → ℝ) (i : ι) : ℝ := w i / totalWeight w

/-- The expectation of `F` over `M` independent draws: a sum over all outcomes `σ`, each weighted by
the product of its single-draw probabilities (for a nonempty population with positive weights). -/
def expectation (w : ι → ℝ) (M : ℕ) (F : (Fin M → ι) → ℝ) : ℝ :=
  ∑ σ : Fin M → ι, (∏ k, drawProb w (σ k)) * F σ

/-- For nonzero total weight `W`, the ratios `w i / W` sum to one. -/
theorem sum_drawProb {w : ι → ℝ} (hW : totalWeight w ≠ 0) : ∑ i, drawProb w i = 1 := by
  unfold drawProb
  rw [← Finset.sum_div]
  exact div_self hW

/-- Independence of the draws: the expectation of a product of functions of the separate draws
is the product of their single-draw averages. -/
theorem expectation_prod (w : ι → ℝ) (M : ℕ) (g : Fin M → ι → ℝ) :
    expectation w M (fun σ => ∏ k, g k (σ k)) = ∏ k, ∑ i, drawProb w i * g k i := by
  unfold expectation
  rw [Finset.prod_univ_sum, Fintype.piFinset_univ]
  exact Finset.sum_congr rfl fun σ _ => Finset.prod_mul_distrib.symm

/-- For nonzero total weight, two different draws are uncorrelated: the expectation of
`f` at one draw times `h` at another is the product of the single-draw averages. -/
theorem expectation_pair {w : ι → ℝ} (hW : totalWeight w ≠ 0) {M : ℕ} {k l : Fin M}
    (hkl : k ≠ l) (f h : ι → ℝ) :
    expectation w M (fun σ => f (σ k) * h (σ l)) =
      (∑ i, drawProb w i * f i) * ∑ i, drawProb w i * h i := by
  have key := expectation_prod w M
    (fun j i => (if j = k then f i else 1) * (if j = l then h i else 1))
  -- every draw other than `k` and `l` contributes a factor one
  have fac : ∀ j : Fin M,
      ∑ i, drawProb w i * ((if j = k then f i else 1) * (if j = l then h i else 1)) =
        (if j = k then ∑ i, drawProb w i * f i else 1) *
          (if j = l then ∑ i, drawProb w i * h i else 1) := by
    intro j
    by_cases hk : j = k
    · simp [hk, hkl]
    · by_cases hl : j = l
      · simp [hl, hkl.symm]
      · simp [hk, hl, sum_drawProb hW]
  simp only [fac] at key
  simpa [Finset.prod_mul_distrib] using key

end

end ExpectationPair
```

Lean reports:

```
Main.lean:56:2: error: Type mismatch: After simplification, term
  key
 has type
  (expectation w M fun σ =>
      ∏ x, if x = l then if x = k then f (σ x) * h (σ x) else h (σ x) else if x = k then f (σ x) else 1) =
    ∏ x,
      if x = l then if x = k then (∑ i, drawProb w i * f i) * ∑ i, drawProb w i * h i else ∑ i, drawProb w i * h i
      else if x = k then ∑ i, drawProb w i * f i else 1
but is expected to have type
  (expectation w M fun σ => f (σ k) * h (σ l)) = (∑ i, drawProb w i * f i) * ∑ i, drawProb w i * h i
```

Cause. The error says that `key`, once simplified, still has a product over all draws on each side, where the goal has only the two factors.

Before the last line, the body of each product is one `if` times another. `Finset.prod_mul_distrib` would split such a product in two, but `simpa` also uses Lean's default simplification rules, and these multiply the two `if`s out into a nested `if`, as the message shows. The body is then no longer a multiplication, so `Finset.prod_mul_distrib` finds nothing to split. Nor can the nested product be collapsed by `Finset.prod_ite_eq'`, which needs a single `if` with `1` in its `else` branch.

The repair uses `simp only` with a list that has no rule for multiplying out `if`s. `Finset.prod_mul_distrib` now splits each product, and `Finset.prod_ite_eq'` reduces each part to its value at `k` or `l`, under the condition that this index lies in the set of all draws. `Finset.mem_univ` and `if_true` discharge that condition. `key` is then the goal itself, and `exact key` closes it.

As a diff, the version that Lean accepts:

```diff
@@ -54,5 +54,6 @@
       · simp [hk, hl, sum_drawProb hW]
   simp only [fac] at key
-  simpa [Finset.prod_mul_distrib] using key
+  simp only [Finset.prod_mul_distrib, Finset.prod_ite_eq', Finset.mem_univ, if_true] at key
+  exact key
 
 end
```
